# In an anisotropic dielectric, a point charge's displacement is radial everywhere, its field only along eigenvectors of ε

The electric field is defined here as minus the partial derivatives of a given potential, so its direction has to be derived by differentiation. The potential itself, that of a point charge in an infinite, uniform anisotropic medium with dielectric tensor ε, is taken as the starting point.

```lean
import Mathlib

open Matrix

namespace AnisotropicPointCharge

noncomputable section

/-- The potential `(det ε ⟨r, ε⁻¹ r⟩)^(-1/2)` of a unit positive charge (Gaussian units) at the
origin of an anisotropic medium, for positive definite `ε` and nonzero `r`. -/
def potential (eps : Matrix (Fin 3) (Fin 3) ℝ) (r : Fin 3 → ℝ) : ℝ :=
  (√(eps.det * (r ⬝ᵥ (eps⁻¹ *ᵥ r))))⁻¹

/-- The electric field: each component is minus the partial derivative of the potential along
that coordinate axis, for positive definite `ε` and nonzero `r`. -/
def electricField (eps : Matrix (Fin 3) (Fin 3) ℝ) (r : Fin 3 → ℝ) : Fin 3 → ℝ :=
  fun i => -deriv (fun t : ℝ => potential eps (r + t • Pi.single i 1)) 0

/-- The ratio `det ε / (det ε ⟨r, ε⁻¹ r⟩)^(3/2)` of displacement to position, for positive
definite `ε` and nonzero `r`. -/
def displacementFactor (eps : Matrix (Fin 3) (Fin 3) ℝ) (r : Fin 3 → ℝ) : ℝ :=
  eps.det / (√(eps.det * (r ⬝ᵥ (eps⁻¹ *ᵥ r)))) ^ 3

/-- For a symmetric matrix, the quadratic form along a straight line is a quadratic polynomial
in the line parameter. -/
theorem quadratic_along_line {M : Matrix (Fin 3) (Fin 3) ℝ} (hM : Mᵀ = M)
    (r v : Fin 3 → ℝ) (t : ℝ) :
    (r + t • v) ⬝ᵥ (M *ᵥ (r + t • v)) =
      r ⬝ᵥ (M *ᵥ r) + t * (2 * (v ⬝ᵥ (M *ᵥ r))) + t ^ 2 * (v ⬝ᵥ (M *ᵥ v)) := by
  have hsymm : r ⬝ᵥ (M *ᵥ v) = v ⬝ᵥ (M *ᵥ r) := by
    rw [Matrix.dotProduct_mulVec, ← Matrix.mulVec_transpose, hM, dotProduct_comm]
  simp only [Matrix.mulVec_add, Matrix.mulVec_smul, dotProduct_add, add_dotProduct,
    smul_dotProduct, dotProduct_smul, smul_eq_mul]
  linear_combination t * hsymm

/-- The derivative at zero of the inverse square root of `D (q + 2 b t + c t²)`, when `D q` is
positive. -/
theorem hasDerivAt_inv_sqrt_quadratic (D q b c : ℝ) (h : 0 < D * q) :
    HasDerivAt (fun t : ℝ => (√(D * (q + t * (2 * b) + t ^ 2 * c)))⁻¹)
      (-(D * b) / (√(D * q)) ^ 3) 0 := by
  have h0 : D * (q + 0 * (2 * b) + 0 ^ 2 * c) = D * q := by ring
  have h1 : HasDerivAt (fun t : ℝ => D * (q + t * (2 * b) + t ^ 2 * c)) (D * (2 * b)) 0 := by
    have hl := ((hasDerivAt_id' (0 : ℝ)).mul_const (2 * b)).const_add q
    have hq := ((hasDerivAt_id' (0 : ℝ)).fun_pow 2).mul_const c
    exact ((hl.fun_add hq).const_mul D).congr_deriv (by norm_num)
  have h2 := h1.sqrt (show D * (q + 0 * (2 * b) + 0 ^ 2 * c) ≠ 0 by rw [h0]; exact h.ne')
  have h3 := h2.inv (show √(D * (q + 0 * (2 * b) + 0 ^ 2 * c)) ≠ 0 by
    rw [h0]; exact (Real.sqrt_pos.mpr h).ne')
  refine h3.congr_deriv ?_
  simp only [h0]
  ring

/-- In a medium with positive definite `ε`, the radicand of the potential is positive away from
the charge. -/
theorem radicand_pos {eps : Matrix (Fin 3) (Fin 3) ℝ} (heps : eps.PosDef)
    {r : Fin 3 → ℝ} (hr : r ≠ 0) : 0 < eps.det * (r ⬝ᵥ (eps⁻¹ *ᵥ r)) := by
  have h := heps.inv.dotProduct_mulVec_pos hr
  rw [star_trivial] at h
  exact mul_pos heps.det_pos h

/-- For positive definite `ε` and nonzero `r`, the potential has a derivative in every direction
`v`, equal to `-k ⟨v, ε⁻¹ r⟩` with `k` the displacement factor. -/
theorem potential_hasDerivAt {eps : Matrix (Fin 3) (Fin 3) ℝ} (heps : eps.PosDef)
    {r : Fin 3 → ℝ} (hr : r ≠ 0) (v : Fin 3 → ℝ) :
    HasDerivAt (fun t : ℝ => potential eps (r + t • v))
      (-(displacementFactor eps r * (v ⬝ᵥ (eps⁻¹ *ᵥ r)))) 0 := by
  have hM : (eps⁻¹)ᵀ = eps⁻¹ := by
    have h : (eps⁻¹)ᴴ = eps⁻¹ := heps.inv.isHermitian
    rwa [Matrix.conjTranspose_eq_transpose_of_trivial] at h
  simp only [potential, quadratic_along_line hM]
  refine (hasDerivAt_inv_sqrt_quadratic _ _ _ _ (radicand_pos heps hr)).congr_deriv ?_
  rw [displacementFactor]
  ring

/-- For positive definite `ε` and nonzero `r`, the electric field is the displacement factor
times `ε⁻¹ r`. -/
theorem electricField_eq {eps : Matrix (Fin 3) (Fin 3) ℝ} (heps : eps.PosDef)
    {r : Fin 3 → ℝ} (hr : r ≠ 0) :
    electricField eps r = displacementFactor eps r • (eps⁻¹ *ᵥ r) := by
  ext i
  rw [electricField, (potential_hasDerivAt heps hr _).deriv, single_one_dotProduct, neg_neg,
    Pi.smul_apply, smul_eq_mul]

/-- For positive definite `ε` and nonzero `r`, the displacement `ε E` is a positive multiple of
`r`, while `E` is parallel to `r` if and only if `r` is an eigenvector of `ε`. -/
theorem displacement_radial_and_field_parallel_iff {eps : Matrix (Fin 3) (Fin 3) ℝ}
    (heps : eps.PosDef) {r : Fin 3 → ℝ} (hr : r ≠ 0) :
    (∃ k : ℝ, 0 < k ∧ eps *ᵥ electricField eps r = k • r) ∧
      ((∃ c : ℝ, electricField eps r = c • r) ↔ ∃ μ : ℝ, eps *ᵥ r = μ • r) := by
  have hu : IsUnit eps.det := heps.det_pos.ne'.isUnit
  have hk : 0 < displacementFactor eps r :=
    div_pos heps.det_pos (pow_pos (Real.sqrt_pos.mpr (radicand_pos heps hr)) 3)
  -- the dielectric matrix cancels its inverse in the field
  have hD : eps *ᵥ electricField eps r = displacementFactor eps r • r := by
    rw [electricField_eq heps hr, Matrix.mulVec_smul, Matrix.mulVec_mulVec,
      Matrix.mul_nonsing_inv _ hu, Matrix.one_mulVec]
  refine ⟨⟨_, hk, hD⟩, ?_, ?_⟩
  · rintro ⟨c, hc⟩
    rw [hc, Matrix.mulVec_smul] at hD
    have hc0 : c ≠ 0 := by
      intro h
      rw [h, zero_smul] at hD
      exact smul_ne_zero hk.ne' hr hD.symm
    exact ⟨c⁻¹ * displacementFactor eps r, by rw [mul_smul, ← hD, inv_smul_smul₀ hc0]⟩
  · rintro ⟨μ, hμ⟩
    -- an eigenvector of the matrix is an eigenvector of its inverse
    have hinv : r = μ • (eps⁻¹ *ᵥ r) := by
      calc r = eps⁻¹ *ᵥ (eps *ᵥ r) := by
            rw [Matrix.mulVec_mulVec, Matrix.nonsing_inv_mul _ hu, Matrix.one_mulVec]
        _ = μ • (eps⁻¹ *ᵥ r) := by rw [hμ, Matrix.mulVec_smul]
    have hμ0 : μ ≠ 0 := by
      intro h
      rw [h, zero_smul] at hinv
      exact hr hinv
    have h : eps⁻¹ *ᵥ r = μ⁻¹ • r := (eq_inv_smul_iff₀ hμ0).mpr hinv.symm
    exact ⟨displacementFactor eps r * μ⁻¹, by rw [electricField_eq heps hr, h, smul_smul]⟩

/-- For positive definite `ε` and nonzero `r`, the dot product `⟨r, E⟩` equals the potential at `r`.
-/
theorem position_dot_field {eps : Matrix (Fin 3) (Fin 3) ℝ} (heps : eps.PosDef)
    {r : Fin 3 → ℝ} (hr : r ≠ 0) : r ⬝ᵥ electricField eps r = potential eps r := by
  have ha := radicand_pos heps hr
  have hs := Real.sqrt_pos.mpr ha
  have hsq := Real.sq_sqrt ha.le
  rw [electricField_eq heps hr, dotProduct_smul, smul_eq_mul, displacementFactor, potential]
  generalize √(eps.det * (r ⬝ᵥ (eps⁻¹ *ᵥ r))) = s at hs hsq ⊢
  rw [div_mul_eq_mul_div, ← hsq]
  field_simp

/-- For positive definite `ε`, the electric field is parallel to `r` at every nonzero `r` if and
only if `ε` is a scalar matrix. -/
theorem field_radial_everywhere_iff_isotropic {eps : Matrix (Fin 3) (Fin 3) ℝ}
    (heps : eps.PosDef) :
    (∀ r : Fin 3 → ℝ, r ≠ 0 → ∃ c : ℝ, electricField eps r = c • r) ↔
      ∃ κ : ℝ, eps = κ • (1 : Matrix (Fin 3) (Fin 3) ℝ) := by
  constructor
  · intro h
    have heig : ∀ r : Fin 3 → ℝ, r ≠ 0 → ∃ μ : ℝ, eps *ᵥ r = μ • r := fun r hr =>
      (displacement_radial_and_field_parallel_iff heps hr).2.mp (h r hr)
    -- the coordinate axes remove the off-diagonal entries
    have hoff : ∀ i j, i ≠ j → eps i j = 0 := by
      intro i j hij
      obtain ⟨μ, hμ⟩ := heig (Pi.single j 1) (by simp)
      have h1 := congrFun hμ i
      simpa [Matrix.mulVec_single_one, Pi.single_apply, hij] using h1
    -- the body diagonal makes the diagonal entries equal
    obtain ⟨μ, hμ⟩ := heig (fun _ => 1) (fun h0 => one_ne_zero (congrFun h0 0))
    have hdiag : ∀ i, eps i i = μ := by
      intro i
      have h1 := congrFun hμ i
      simp only [Matrix.mulVec, dotProduct, mul_one, Pi.smul_apply, smul_eq_mul] at h1
      rwa [Finset.sum_eq_single i (fun j _ hj => hoff i j hj.symm) (by simp)] at h1
    refine ⟨μ, ?_⟩
    ext i j
    by_cases hij : i = j
    · subst hij
      simp [hdiag]
    · simp [hoff i j hij, hij]
  · rintro ⟨κ, hκ⟩ r hr
    refine (displacement_radial_and_field_parallel_iff heps hr).2.mpr ⟨κ, ?_⟩
    rw [hκ, Matrix.smul_mulVec, Matrix.one_mulVec]

end

end AnisotropicPointCharge
```

```lean
#print axioms AnisotropicPointCharge.position_dot_field
#print axioms AnisotropicPointCharge.field_radial_everywhere_iff_isotropic
```

```
'AnisotropicPointCharge.position_dot_field' depends on axioms: [propext, Classical.choice, Quot.sound]
'AnisotropicPointCharge.field_radial_everywhere_iff_isotropic' depends on axioms: [propext, Classical.choice, Quot.sound]
```

## Two directions at one point

Let ε be a real symmetric positive definite 3×3 matrix, the static dielectric tensor, and let r be the position relative to the charge. With ⟨·,·⟩ the ordinary dot product, the potential and field are

φ(r) = (det ε · ⟨r, ε⁻¹r⟩)^(−1/2),  E = −grad φ.

The main theorem, `displacement_radial_and_field_parallel_iff`, makes two statements at every r ≠ 0. The displacement εE equals k r for some k > 0. The field satisfies E = c r for some real c exactly when εr = μr for some real μ, that is, when r is an eigenvector of ε.

Two further theorems give the dot product of position and field, ⟨r, E⟩ = φ(r), and show that E is parallel to r at every nonzero r exactly when ε is a multiple of the identity.

## The medium and its units

In Lean, vectors have type `Fin 3 → ℝ`, `⬝ᵥ` is the dot product and `*ᵥ` applies a matrix to a vector. The hypothesis `eps.PosDef` contains the symmetry of ε as well as its positivity; physically, the energy density of any nonzero static field is positive. The hypothesis `r ≠ 0` keeps away from the charge.

The potential is that of a unit positive charge in Gaussian units. For ε = κ times the identity, with κ > 0, it reduces to 1/(κ|r|). That it solves Poisson's equation with a point source is assumed. The medium is infinite, linear and uniform, with no periodic images or neutralising background.

This potential serves as a long-range model for a charged defect in an anisotropic crystal. Within that continuum model, the field is non-radial wherever r is not an eigenvector of ε, while the displacement stays radial.

## Differentiating along a line

Write M = ε⁻¹, D = det ε and q = ⟨r, Mr⟩. For a direction v, put b = ⟨v, Mr⟩. Since M is symmetric, ⟨r, Mv⟩ = b, and therefore

⟨r + tv, M(r + tv)⟩ = q + 2bt + t²⟨v, Mv⟩.

This is `quadratic_along_line`: `hsymm` supplies the equality of the two cross terms, and `linear_combination` collects them.

Both D and q are positive, the second because M is positive definite too; `radicand_pos` records that Dq > 0. The chain rule then gives

d/dt φ(r + tv) at t = 0
= −½ (Dq)^(−3/2) · 2Db
= −Db/(Dq)^(3/2).

The lemma `hasDerivAt_inv_sqrt_quadratic` carries this out for general coefficients, differentiating first the polynomial, then its square root, then the reciprocal. `potential_hasDerivAt` applies it to φ. With

k = D/(Dq)^(3/2),

called `displacementFactor` in the file, the directional derivative is −k⟨v, Mr⟩. Taking v to be the i-th coordinate vector, `Pi.single i 1`, gives Eᵢ = k(Mr)ᵢ, so

E = k ε⁻¹r.

This is `electricField_eq`.

## When the field follows the displacement

Multiplying by ε cancels the inverse:

εE = k εε⁻¹r = k r,

and k > 0 because D and Dq are positive. In the main proof these two results are `hD` and `hk`.

Suppose now that E = c r. Applying ε gives c εr = k r. If c were zero, k r would vanish, although k > 0 and r ≠ 0. Hence c ≠ 0 and εr = (k/c) r.

Conversely, suppose εr = μr. Applying ε⁻¹ gives r = μ ε⁻¹r. Since r ≠ 0, μ is not zero, so ε⁻¹r = r/μ and E = (k/μ) r. The two bullets at the end of the Lean proof follow these two arguments, with `hc0` and `hμ0` excluding the zero factors.

The dot product ⟨r, E⟩ follows from the same formula for E:

⟨r, E⟩ = kq = Dq/(Dq)^(3/2) = (Dq)^(−1/2) = φ(r).

In `position_dot_field`, `generalize` names the square root s, after which the identity reduces to s²/s³ = 1/s.

If the field is radial everywhere, every nonzero vector is an eigenvector of ε. Applied to the j-th coordinate vector, this forces εᵢⱼ = 0 for i ≠ j (`hoff`). Applied to (1,1,1), it makes every diagonal entry equal to the same μ (`hdiag`), so ε is μ times the identity. In the other direction, a multiple of the identity has every nonzero vector as an eigenvector, and the main theorem makes the field radial.

## A uniaxial medium in numbers

Take ε = diag(1, 1, 4) and r = (2, 2, 2). Then D = 4, ε⁻¹r = (2, 2, 1/2) and q = 4 + 4 + 1 = 9, so

Dq = 36,  φ = 1/6,  k = 4/216 = 1/54.

The field and displacement are

E = (1/27, 1/27, 1/108),
εE = (1/27, 1/27, 1/27) = r/54.

The displacement is radial, while the field is tilted towards the xy-plane. The dot product is ⟨r, E⟩ = 2/27 + 2/27 + 1/54 = 1/6, equal to φ.

At r = (0, 0, 2), on an eigenvector axis, q = 1 and k = 4/8 = 1/2. Here E = (0, 0, 1/4) = r/8, which is radial.

## For a negative definite tensor the formula gives the wrong sign

Symmetry and invertibility of ε do not suffice for the first statement, even if the radicand is positive at every nonzero r. Let ε be minus the identity. Then det ε = −1 and ⟨r, ε⁻¹r⟩ = −|r|², so the radicand is |r|² and φ = 1/|r|. The field is E = r/|r|³, but εE = −r/|r|³ is a negative multiple of r. This is a test of the hypothesis, not a physical medium: the static energy density would be negative. The formula for φ is also no longer the potential of a unit positive charge, since Poisson's equation with this ε would give −1/|r|.
